# Least phase periods of a two-level Majorana junction: 4π at fixed parity, 2π in equilibrium

When two topological superconductors meet at a weak link, a Majorana mode on each side can couple to the other. Single-electron tunnelling carries half the phase of a Cooper pair, so the coupling varies as cos(φ/2), where φ is the phase difference. Advancing φ by 2π then reverses the sign of the energy. Does the junction respond with period 2π or 4π? In the model below, the answer depends on whether its fermion parity is held fixed or allowed to equilibrate.

```lean
import Mathlib

open Matrix

namespace MajoranaJunction

noncomputable section
```

## Two Majorana operators and their levels

The two modes span a two-dimensional space. The first operator, γ₁, exchanges the two basis states.

```lean
/-- The first Majorana operator, on the two-dimensional space of the junction. -/
def γ₁ : Matrix (Fin 2) (Fin 2) ℂ := !![0, 1; 1, 0]
```

The second, γ₂, exchanges them with phases ±i.

```lean
/-- The second Majorana operator, on the same space. -/
def γ₂ : Matrix (Fin 2) (Fin 2) ℂ := !![0, Complex.I; -Complex.I, 0]
```

The Hamiltonian is

H(φ) = E cos(φ/2) iγ₁γ₂.

The real amplitude E stands for the strength of the coupling across the link. Both E, taken independent of φ, and the cos(φ/2) dependence are postulated here, not derived from a microscopic superconductor.

```lean
/-- The junction Hamiltonian `E cos(φ/2) i γ₁ γ₂` at phase difference `φ`. -/
def hamiltonian (E φ : ℝ) : Matrix (Fin 2) (Fin 2) ℂ :=
  ((E * Real.cos (φ / 2) : ℝ) : ℂ) • (Complex.I • (γ₁ * γ₂))
```

The operator iγ₁γ₂ has eigenvalues s = ±1, which label the parity. The corresponding energies are

ε_s(φ) = s E cos(φ/2).

In Lean this is `level E s φ`, with φ ranging over the whole real line and not over a circle. The definition accepts any real s; the theorems about periods restrict it to ±1.

```lean
/-- The energy `s E cos(φ/2)` of the level with parity `s = ±1`. -/
def level (E s φ : ℝ) : ℝ := s * (E * Real.cos (φ / 2))
```

If parity can relax, both levels enter the thermal sum at temperature T, measured in units of energy (k_B = 1):

Z(φ) = exp(−ε₊(φ)/T) + exp(−ε₋(φ)/T).

```lean
/-- The partition function: the sum of the Boltzmann weights of the two parity levels. -/
def partitionFunction (E T φ : ℝ) : ℝ :=
  Real.exp (-level E 1 φ / T) + Real.exp (-level E (-1) φ / T)
```

The equilibrium free energy is F = −T ln Z.

```lean
/-- The equilibrium free energy `-T log Z`, with temperature in units of energy. -/
def freeEnergy (E T φ : ℝ) : ℝ := -T * Real.log (partitionFunction E T φ)
```

The matrices are genuine Majorana operators: they are Hermitian by inspection, and direct multiplication gives

γ₁² = γ₂² = 1,  γ₁γ₂ + γ₂γ₁ = 0.

The proof checks these algebraic relations entry by entry.

```lean
/-- The two Majorana operators square to one and anticommute. -/
theorem majorana_algebra : γ₁ * γ₁ = 1 ∧ γ₂ * γ₂ = 1 ∧ γ₁ * γ₂ + γ₂ * γ₁ = 0 := by
  refine ⟨?_, ?_, ?_⟩ <;> ext i j <;> fin_cases i <;> fin_cases j <;>
    simp [γ₁, γ₂, Matrix.mul_apply, Fin.sum_univ_succ]
```

Multiplying the matrices also gives γ₁γ₂ = diag(−i, i), hence iγ₁γ₂ = diag(1, −1) and

H(φ) = diag(E cos(φ/2), −E cos(φ/2)).

This ties the function `level` to the Hamiltonian: its values at s = 1 and s = −1 are the diagonal entries.

```lean
/-- The junction Hamiltonian is diagonal, with the two parity levels on the diagonal. -/
theorem hamiltonian_eq_levels (E φ : ℝ) :
    hamiltonian E φ = !![(level E 1 φ : ℂ), 0; 0, (level E (-1) φ : ℂ)] := by
  ext i j
  fin_cases i <;> fin_cases j <;>
    simp [hamiltonian, level, γ₁, γ₂]
```

## The exchange of levels after 2π

Since cos(φ/2 + π) = −cos(φ/2),

ε_s(φ + 2π) = −s E cos(φ/2) = ε_{−s}(φ).

One turn of the phase carries each level into the other. The proof rewrites the half-angle and applies the same cosine identity.

```lean
/-- Advancing the phase by `2π` turns the level of one parity into that of the other. -/
theorem level_add_two_pi (E s φ : ℝ) :
    level E s (φ + 2 * Real.pi) = level E (-s) φ := by
  unfold level
  rw [show (φ + 2 * Real.pi) / 2 = φ / 2 + Real.pi by ring, Real.cos_add_pi]
  ring
```

With x = E cos(φ/2)/T, the two Boltzmann weights are e^(−x) and e^x, so

Z = e^(−x) + e^x = 2 cosh x.

```lean
/-- The partition function of the junction is `2 cosh(E cos(φ/2)/T)`. -/
theorem partitionFunction_eq (E T φ : ℝ) :
    partitionFunction E T φ = 2 * Real.cosh (E * Real.cos (φ / 2) / T) := by
  unfold partitionFunction level
  rw [Real.cosh_eq,
    show -(1 * (E * Real.cos (φ / 2))) / T = -(E * Real.cos (φ / 2) / T) by ring,
    show -(-1 * (E * Real.cos (φ / 2))) / T = E * Real.cos (φ / 2) / T by ring]
  ring
```

## All periods at fixed parity

A real number p is a period of ε_s if ε_s(φ + p) = ε_s(φ) for every φ, which is what `Function.Periodic` says. Setting φ = 0 gives

s E cos(p/2) = s E.

Because E > 0 and s = ±1, cos(p/2) = 1. Thus p/2 = 2πn, or p = 4πn, for some integer n. Conversely, two successive exchanges restore the level, so 4π is a period, and so is every integer multiple of it. The two halves of the proof follow these two arguments.

```lean
/-- For `E > 0`, the periods of a fixed-parity energy are exactly the integer multiples of `4π`. -/
theorem level_periodic_iff {E s : ℝ} (hE : 0 < E) (hs : s = 1 ∨ s = -1) (p : ℝ) :
    Function.Periodic (level E s) p ↔ ∃ n : ℤ, p = n * (4 * Real.pi) := by
  constructor
  · intro h
    -- compare the energies at phases 0 and p
    have h0 := h 0
    simp only [level, zero_add, zero_div, Real.cos_zero] at h0
    have hc : Real.cos (p / 2) = 1 := by
      apply mul_left_cancel₀ hE.ne'
      rcases hs with rfl | rfl <;> linarith
    obtain ⟨n, hn⟩ := (Real.cos_eq_one_iff _).1 hc
    exact ⟨n, by linarith⟩
  · rintro ⟨n, rfl⟩
    have h4 : Function.Periodic (level E s) (4 * Real.pi) := by
      intro φ
      -- two exchanges of the level energies restore the original one
      rw [show φ + 4 * Real.pi = φ + 2 * Real.pi + 2 * Real.pi by ring,
        level_add_two_pi, level_add_two_pi, neg_neg]
    exact h4.int_mul n
```

## All periods in equilibrium

For F, comparing phases 0 and p gives

−T ln(2 cosh(E cos(p/2)/T)) = −T ln(2 cosh(E/T)).

Dividing by −T and using the injectivity of the logarithm on positive numbers leaves equality of the two hyperbolic cosines. Since cosh determines its argument only up to sign,

|E cos(p/2)/T| = E/T,

and therefore |cos(p/2)| = 1. Then sin(p/2) = 0, so p/2 = nπ and p = 2πn. This loss of sign is where the equilibrium calculation departs from the fixed-parity one.

In the other direction, a 2π advance merely swaps the two terms of Z. The proof uses `level_add_two_pi` on both terms and then commutativity of addition.

```lean
/-- For `E > 0` and `T > 0`, the periods of the equilibrium free energy are exactly the integer
multiples of `2π`. -/
theorem freeEnergy_periodic_iff {E T : ℝ} (hE : 0 < E) (hT : 0 < T) (p : ℝ) :
    Function.Periodic (freeEnergy E T) p ↔ ∃ n : ℤ, p = n * (2 * Real.pi) := by
  constructor
  · intro h
    have h0 := h 0
    simp only [freeEnergy, partitionFunction_eq, zero_add, zero_div, Real.cos_zero,
      mul_one] at h0
    have hlog := mul_left_cancel₀ (neg_ne_zero.2 hT.ne') h0
    have hpos : ∀ x : ℝ, 0 < 2 * Real.cosh x := fun x =>
      mul_pos two_pos (Real.cosh_pos x)
    have hcosh := Real.log_injOn_pos (Set.mem_Ioi.2 (hpos _)) (Set.mem_Ioi.2 (hpos _)) hlog
    have hcosh' : Real.cosh (E * Real.cos (p / 2) / T) = Real.cosh (E / T) := by linarith
    -- cosh determines its argument up to sign
    have habs : |E * Real.cos (p / 2) / T| = |E / T| :=
      le_antisymm (Real.cosh_le_cosh.1 hcosh'.le) (Real.cosh_le_cosh.1 hcosh'.ge)
    have hET : 0 < E / T := div_pos hE hT
    rw [show E * Real.cos (p / 2) / T = E / T * Real.cos (p / 2) by ring, abs_mul,
      abs_of_pos hET] at habs
    have hc : |Real.cos (p / 2)| = 1 := by
      apply mul_left_cancel₀ hET.ne'
      linarith
    have hsq : Real.cos (p / 2) ^ 2 = 1 := by
      rw [← sq_abs, hc, one_pow]
    have hsin : Real.sin (p / 2) = 0 := by
      have h1 := Real.sin_sq_add_cos_sq (p / 2)
      have h2 : Real.sin (p / 2) ^ 2 = 0 := by linarith
      exact pow_eq_zero_iff (two_ne_zero) |>.1 h2
    obtain ⟨n, hn⟩ := Real.sin_eq_zero_iff.1 hsin
    exact ⟨n, by linarith⟩
  · rintro ⟨n, rfl⟩
    have h2 : Function.Periodic (freeEnergy E T) (2 * Real.pi) := by
      intro φ
      -- the two Boltzmann weights are exchanged, so their sum is unchanged
      unfold freeEnergy partitionFunction
      rw [level_add_two_pi, level_add_two_pi, neg_neg, add_comm]
    exact h2.int_mul n
```

## From all periods to the least one

Suppose the periods of a function are exactly nc, with n an integer and c > 0. A positive period has n > 0, hence n ≥ 1, and so nc ≥ c. Since c is itself a period, it is the least positive one. `IsLeast` expresses both parts: membership in the set of positive periods, and being a lower bound for it.

```lean
/-- If the periods of a function are the integer multiples of `c > 0`, then `c` is its
least positive period. -/
theorem isLeast_period {f : ℝ → ℝ} {c : ℝ} (hc : 0 < c)
    (h : ∀ p, Function.Periodic f p ↔ ∃ n : ℤ, p = n * c) :
    IsLeast {p : ℝ | 0 < p ∧ Function.Periodic f p} c := by
  refine ⟨⟨hc, (h c).2 ⟨1, by simp⟩⟩, ?_⟩
  rintro p ⟨hp, hper⟩
  obtain ⟨n, rfl⟩ := (h p).1 hper
  have hn : (0 : ℝ) < n := (mul_pos_iff_of_pos_right hc).1 hp
  have hn0 : 0 < n := by exact_mod_cast hn
  have hn1 : (1 : ℤ) ≤ n := by omega
  have hn2 : (1 : ℝ) ≤ n := by exact_mod_cast hn1
  nlinarith
```

Applying this with c = 4π and c = 2π gives the main result. For every E > 0 and T > 0, each of the two fixed-parity energies has least positive period 4π, while the equilibrium free energy has least positive period 2π. The condition E > 0 excludes the uncoupled junction, whose energies are constant and have no least positive period.

```lean
/-- For `E > 0` and `T > 0`, each fixed-parity energy of the junction has least positive period `4π`
in the phase, whereas the equilibrium free energy has least positive period `2π`. -/
theorem least_periods {E T : ℝ} (hE : 0 < E) (hT : 0 < T) :
    (∀ s : ℝ, s = 1 ∨ s = -1 →
      IsLeast {p : ℝ | 0 < p ∧ Function.Periodic (level E s) p} (4 * Real.pi)) ∧
    IsLeast {p : ℝ | 0 < p ∧ Function.Periodic (freeEnergy E T) p} (2 * Real.pi) :=
  ⟨fun _ hs => isLeast_period (by positivity) (level_periodic_iff hE hs),
    isLeast_period (by positivity) (freeEnergy_periodic_iff hE hT)⟩
```

Thermal equilibrium could also have been modelled with the parity conserved, by keeping only one Boltzmann weight. Then

F_s = −T ln exp(−ε_s/T) = ε_s,

and the least period would be 4π at every temperature. In this model it is the sum over parities, not temperature by itself, that halves the period.

## The equilibrium supercurrent

The supercurrent is (2e/ħ) dF/dφ, with e the elementary charge and ħ the reduced Planck constant. Since dx/dφ = −(E/2T) sin(φ/2), the chain rule gives

dF/dφ = −T tanh(x) dx/dφ = (E/2) sin(φ/2) tanh(E cos(φ/2)/T).

The Lean theorem gives this derivative for every real E and T > 0, without the prefactor 2e/ħ. Its proof builds the derivative from the inside outwards and simplifies the result using cosh x ≠ 0.

```lean
/-- The phase derivative of the equilibrium free energy is
`(E/2) sin(φ/2) tanh(E cos(φ/2)/T)`. -/
theorem hasDerivAt_freeEnergy (E φ : ℝ) {T : ℝ} (hT : 0 < T) :
    HasDerivAt (freeEnergy E T)
      (E / 2 * Real.sin (φ / 2) * Real.tanh (E * Real.cos (φ / 2) / T)) φ := by
  have hF : freeEnergy E T =
      fun x => -T * Real.log (2 * Real.cosh (E * Real.cos (x / 2) / T)) := by
    funext x
    rw [freeEnergy, partitionFunction_eq]
  have h1 : HasDerivAt (fun x : ℝ => x / 2) (1 / 2) φ := (hasDerivAt_id' φ).div_const 2
  have h2 := (h1.cos.const_mul E).div_const T
  have hc : Real.cosh (E * Real.cos (φ / 2) / T) ≠ 0 := (Real.cosh_pos _).ne'
  have h3 := ((h2.cosh.const_mul 2).log (mul_ne_zero two_ne_zero hc)).const_mul (-T)
  rw [hF]
  refine h3.congr_deriv ?_
  rw [Real.tanh_eq_sinh_div_cosh]
  -- name the hyperbolic functions so that only algebra remains
  generalize Real.cosh (E * Real.cos (φ / 2) / T) = C at hc ⊢
  generalize Real.sinh (E * Real.cos (φ / 2) / T) = S
  have hT' : T ≠ 0 := hT.ne'
  field_simp

end

end MajoranaJunction
```

For Josephson measurements, this means that a junction described by these two levels alone has a supercurrent that repeats every 2π, provided its parity stays in equilibrium as the phase varies. The model contains no continuum of quasiparticles, no further Majorana modes and no relaxation dynamics, so it does not say how quickly the phase must be swept to keep the parity fixed.

```lean
#print axioms MajoranaJunction.majorana_algebra
#print axioms MajoranaJunction.hamiltonian_eq_levels
#print axioms MajoranaJunction.least_periods
#print axioms MajoranaJunction.hasDerivAt_freeEnergy
```

```
'MajoranaJunction.majorana_algebra' depends on axioms: [propext, Classical.choice, Quot.sound]
'MajoranaJunction.hamiltonian_eq_levels' depends on axioms: [propext, Classical.choice, Quot.sound]
'MajoranaJunction.least_periods' depends on axioms: [propext, Classical.choice, Quot.sound]
'MajoranaJunction.hasDerivAt_freeEnergy' depends on axioms: [propext, Classical.choice, Quot.sound]
```
